# Smoothing a jump: C¹ functions that converge in mean square to a discontinuous orbital have diverging kinetic energy

A multiwavelet representation of an orbital can jump at cell boundaries, which raises a question for a code that computes the kinetic energy from slopes: how should the jumps be treated? One candidate is to replace each jump by a narrow smooth ramp, integrate the squared slope, and shrink the ramp until the number settles. For a fixed one-dimensional orbital with a jump, it never settles: as the mean-square error of the smoothing goes to zero, the kinetic energy grows beyond every bound.

## A trade-off between error and slope

Let $f$ be a real C¹ function on $[0,1]$ and $u$ the discontinuous target. Write

$$K=\int_0^1 f'(x)^2\,dx,\qquad E=\int_0^1 (f(x)-u(x))^2\,dx .$$

In atomic units the kinetic energy of $f$ is $K/2$, or $K/(2\int_0^1 f^2)$ after normalisation. Let $\delta\ge0$ and let $[c-\delta,c+\delta]$ lie in $[0,1]$. Suppose that $(f-u)^2$ is integrable, and that $|u(y)-u(x)|\ge J\ge0$ for all $x\in(c-\delta,c)$ and $y\in(c,c+\delta)$. Then

$$\delta J^2\le 8\,(E+\delta^2K).$$

For $\delta>0$ this reads $K\ge J^2/(8\delta)-E/\delta^2$. At a jump, some fixed $J>0$ works for all small $\delta$, so a small error forces a large gradient energy.

## Ramp width is not a convergence parameter

A projection onto discontinuous multiwavelets generally has jumps at cell boundaries, even when the exact orbital is smooth. If such a projection is held fixed and its jumps are smoothed ever more sharply, the limit supplies no finite kinetic energy. A finite value has to come from another definition, such as a discrete derivative with a rule for the boundary values, and whether that rule converges is a separate question. Refining the basis so that the jumps themselves shrink is a different limit, because the target then changes.

## From the slope to the jump

**Change between two points.** For $0\le x<y\le1$, let $m=(f(y)-f(x))/(y-x)$ be the mean slope. Since $\int_x^y f'=m(y-x)$,

$$0\le\int_x^y(f'-m)^2=\int_x^y f'^2-m^2(y-x).$$

Multiplying by $y-x$ gives $(f(y)-f(x))^2\le(y-x)K$; for $x=y$ both sides vanish. This is `sq_sub_le`. Its step `hcs` integrates the pointwise inequality $2mf'-m^2\le f'^2$.

**One interval.** Let $[a,b]\subseteq[0,1]$ contain $c$, and let $|u(x)-f(c)|\ge D\ge0$ on $(a,b)$. Splitting $u(x)-f(c)$ at $f(x)$ gives

$$D^2\le2(f(x)-u(x))^2+2(f(x)-f(c))^2\le2(f(x)-u(x))^2+2(b-a)K.$$

Integration over $[a,b]$ yields $(b-a)D^2\le2(E+(b-a)^2K)$. This is `interval_tradeoff`, where `hpt` is the pointwise bound and `hint` its integral.

**Two sides.** Either $u$ stays at least $J/2$ away from $f(c)$ on all of $(c-\delta,c)$, or some $x$ there has $|u(x)-f(c)|<J/2$. In the second case every $y\in(c,c+\delta)$ satisfies

$$|u(y)-f(c)|\ge|u(y)-u(x)|-|u(x)-f(c)|>J/2.$$

One whole side thus qualifies with $D=J/2$ and length $\delta$, which gives the trade-off. The `by_cases` in `jump_tradeoff` is this alternative.

**The limit.** Now let $f_n$ be a sequence with errors $E_n\to0$ and gradient energies $K_n$, and let $u$ have one-sided limits $l\ne r$ at $c\in(0,1)$. Set $J=|r-l|/2$. Close to $c$, $u$ is within $|r-l|/4$ of the limit on its side, so values across $c$ differ by at least $J$. Given any $M$, choose $\delta>0$ small enough for this, for the interval $[0,1]$, and for $\delta\le J^2/(16(|M|+1))$. Once $E_n<\delta J^2/16$, the trade-off gives

$$\tfrac12\delta J^2<8\delta^2K_n,\qquad K_n>\frac{J^2}{16\delta}\ge|M|+1>M.$$

In `gradientEnergy_tendsto_atTop`, `filter_upwards` selects these $n$.

**The step at 1/2.** Here $c=1/2$, $l=0$ and $r=1$. The squared error equals $f^2$, plus $1-2f$ on $x\ge1/2$, so it is integrable for continuous $f$. `step_error_integrable` proves this, and `step_gradientEnergy_tendsto_atTop` applies the general theorem.

## The Lean file

```lean
import Mathlib

open Set Filter MeasureTheory Topology

namespace JumpKineticEnergy

noncomputable section

/-- The integral of the squared slope over the interval [0,1]. For a normalised C¹ orbital this is
twice the kinetic energy in atomic units. -/
def gradientEnergy (f : ℝ → ℝ) : ℝ :=
  ∫ x in (0 : ℝ)..1, (derivWithin f (Icc 0 1) x) ^ 2

/-- The integral of `(f - u)²` over [0,1]: the mean-square distance between `f` and the target
orbital `u` when this square is integrable. -/
def meanSquareError (f u : ℝ → ℝ) : ℝ := ∫ x in (0 : ℝ)..1, (f x - u x) ^ 2

/-- The step function: 0 below 1/2 and 1 from 1/2 on. -/
def step (x : ℝ) : ℝ := if x < 1 / 2 then 0 else 1

/-- The gradient energy is never negative. -/
theorem gradientEnergy_nonneg (f : ℝ → ℝ) : 0 ≤ gradientEnergy f :=
  intervalIntegral.integral_nonneg zero_le_one fun _ _ => sq_nonneg _

/-- The squared change of a C¹ orbital between two points of [0,1] is at most their distance
times the gradient energy. -/
theorem sq_sub_le {f : ℝ → ℝ} (hf : ContDiffOn ℝ 1 f (Icc 0 1)) {x y : ℝ}
    (hx : 0 ≤ x) (hxy : x ≤ y) (hy : y ≤ 1) :
    (f y - f x) ^ 2 ≤ (y - x) * gradientEnergy f := by
  rcases hxy.eq_or_lt with rfl | hlt
  · simp
  have hsub : Icc x y ⊆ Icc (0 : ℝ) 1 := Icc_subset_Icc hx hy
  set g := derivWithin f (Icc (0 : ℝ) 1) with hg
  have hgc : ContinuousOn g (Icc 0 1) :=
    hf.continuousOn_derivWithin (uniqueDiffOn_Icc zero_lt_one) le_rfl
  have hgi : IntervalIntegrable g volume x y :=
    (hgc.mono hsub).intervalIntegrable_of_Icc hxy
  have hg2 : IntervalIntegrable (fun t => g t ^ 2) volume 0 1 :=
    (hgc.pow 2).intervalIntegrable_of_Icc zero_le_one
  have hg3 : IntervalIntegrable (fun t => g t ^ 2) volume x y :=
    ((hgc.pow 2).mono hsub).intervalIntegrable_of_Icc hxy
  have hftc : ∫ t in x..y, g t = f y - f x :=
    intervalIntegral.integral_eq_sub_of_hasDerivAt_of_le hxy (hf.continuousOn.mono hsub)
      (fun t ht => ((hf.differentiableOn (by norm_num)) t
        (hsub (Ioo_subset_Icc_self ht))).hasDerivWithinAt.hasDerivAt
        (Icc_mem_nhds (by linarith [ht.1]) (by linarith [ht.2]))) hgi
  have hmono : ∫ t in x..y, g t ^ 2 ≤ gradientEnergy f := by
    unfold gradientEnergy
    exact intervalIntegral.integral_mono_interval hx hxy hy
      (Eventually.of_forall fun t => sq_nonneg (g t)) hg2
  -- Cauchy-Schwarz, by comparing the slope with its mean value m
  obtain ⟨m, hm⟩ : ∃ m, m * (y - x) = f y - f x :=
    ⟨(f y - f x) / (y - x), div_mul_cancel₀ _ (sub_ne_zero.2 hlt.ne')⟩
  have hcs : ∫ t in x..y, (2 * m * g t - m ^ 2) ≤ ∫ t in x..y, g t ^ 2 :=
    intervalIntegral.integral_mono_on hxy ((hgi.const_mul _).sub intervalIntegrable_const)
      hg3 (fun t _ => by nlinarith [sq_nonneg (g t - m)])
  rw [intervalIntegral.integral_sub (hgi.const_mul _) intervalIntegrable_const,
    intervalIntegral.integral_const_mul, intervalIntegral.integral_const, hftc,
    smul_eq_mul] at hcs
  calc (f y - f x) ^ 2 = (y - x) * (2 * m * (f y - f x) - (y - x) * m ^ 2) := by
        rw [← hm]; ring
    _ ≤ (y - x) * gradientEnergy f :=
        mul_le_mul_of_nonneg_left (hcs.trans hmono) (by linarith)

/-- If the target stays at least `D ≥ 0` away from the value `f c` throughout an interval
[a,b] in [0,1] containing `c`, a C¹ orbital `f` with square-integrable error pays for it in
mean-square error or in gradient energy. -/
theorem interval_tradeoff {f u : ℝ → ℝ} (hf : ContDiffOn ℝ 1 f (Icc 0 1))
    (hi : IntervalIntegrable (fun x => (f x - u x) ^ 2) volume 0 1) {a b c D : ℝ}
    (ha : 0 ≤ a) (hb : b ≤ 1) (hc : c ∈ Icc a b) (hD : 0 ≤ D)
    (hu : ∀ x ∈ Ioo a b, D ≤ |u x - f c|) :
    (b - a) * D ^ 2 ≤ 2 * (meanSquareError f u + (b - a) ^ 2 * gradientEnergy f) := by
  have hab : a ≤ b := hc.1.trans hc.2
  have hK := gradientEnergy_nonneg f
  have hiab : IntervalIntegrable (fun x => (f x - u x) ^ 2) volume a b :=
    hi.mono_set (by
      rw [uIcc_of_le hab, uIcc_of_le (zero_le_one' ℝ)]; exact Icc_subset_Icc ha hb)
  have hpt : ∀ x ∈ Ioo a b,
      D ^ 2 ≤ 2 * (f x - u x) ^ 2 + 2 * ((b - a) * gradientEnergy f) := by
    intro x hx
    have h1 := pow_le_pow_left₀ hD (hu x hx) 2
    rw [sq_abs] at h1
    have h2 : (f x - f c) ^ 2 ≤ (b - a) * gradientEnergy f := by
      rcases le_total x c with h | h
      · have h3 := sq_sub_le hf (ha.trans hx.1.le) h (hc.2.trans hb)
        have h4 : (c - x) * gradientEnergy f ≤ (b - a) * gradientEnergy f :=
          mul_le_mul_of_nonneg_right (by linarith [hx.1, hc.2]) hK
        linarith [sub_sq_comm (f x) (f c)]
      · exact (sq_sub_le hf (ha.trans hc.1) h (hx.2.le.trans hb)).trans
          (mul_le_mul_of_nonneg_right (by linarith [hx.2, hc.1]) hK)
    nlinarith [sq_nonneg ((u x - f x) - (f x - f c))]
  have hint := intervalIntegral.integral_mono_on_of_le_Ioo hab intervalIntegrable_const
    ((hiab.const_mul 2).add intervalIntegrable_const) hpt
  rw [intervalIntegral.integral_add (hiab.const_mul 2) intervalIntegrable_const,
    intervalIntegral.integral_const_mul, intervalIntegral.integral_const,
    intervalIntegral.integral_const, smul_eq_mul, smul_eq_mul] at hint
  have hE : ∫ x in a..b, (f x - u x) ^ 2 ≤ meanSquareError f u := by
    unfold meanSquareError
    exact intervalIntegral.integral_mono_interval ha hab hb
      (Eventually.of_forall fun x => sq_nonneg (f x - u x)) hi
  linarith

/-- If `δ ≥ 0`, the interval [c-δ, c+δ] lies in [0,1], and the values of `u` on (c-δ, c) differ from
those on (c, c+δ) by at least `J ≥ 0`, then every C¹ orbital with square-integrable error obeys δJ²
≤ 8(E + δ²K), with `E` its mean-square error and `K` its gradient energy. -/
theorem jump_tradeoff {f u : ℝ → ℝ} (hf : ContDiffOn ℝ 1 f (Icc 0 1))
    (hi : IntervalIntegrable (fun x => (f x - u x) ^ 2) volume 0 1) {c δ J : ℝ}
    (hδ : 0 ≤ δ) (h0 : 0 ≤ c - δ) (h1 : c + δ ≤ 1) (hJ : 0 ≤ J)
    (hu : ∀ x ∈ Ioo (c - δ) c, ∀ y ∈ Ioo c (c + δ), J ≤ |u y - u x|) :
    δ * J ^ 2 ≤ 8 * (meanSquareError f u + δ ^ 2 * gradientEnergy f) := by
  -- on one whole side of the jump, u is at least J/2 away from f c
  by_cases h : ∀ x ∈ Ioo (c - δ) c, J / 2 ≤ |u x - f c|
  · have := interval_tradeoff hf hi h0 (by linarith) ⟨by linarith, le_rfl⟩
      (by linarith) h
    rw [sub_sub_cancel] at this
    linarith
  · push Not at h
    obtain ⟨x, hx, hlt⟩ := h
    have := interval_tradeoff (a := c) (b := c + δ) (c := c) (D := J / 2) hf hi
      (by linarith) h1 (left_mem_Icc.2 (by linarith)) (by linarith) (fun y hy => by
        have h2 := abs_sub_le (u y) (f c) (u x)
        rw [abs_sub_comm (f c)] at h2
        linarith [hu x hx y hy])
    rw [add_sub_cancel_left] at this
    linarith

/-- If C¹ orbitals converge in mean square, with square-integrable errors, to an orbital
with two different one-sided limits at an interior point, their gradient energy tends to
infinity. -/
theorem gradientEnergy_tendsto_atTop {f : ℕ → ℝ → ℝ} {u : ℝ → ℝ} {c l r : ℝ}
    (hf : ∀ n, ContDiffOn ℝ 1 (f n) (Icc 0 1))
    (hi : ∀ n, IntervalIntegrable (fun x => (f n x - u x) ^ 2) volume 0 1)
    (hc : c ∈ Ioo (0 : ℝ) 1) (hl : Tendsto u (𝓝[<] c) (𝓝 l))
    (hr : Tendsto u (𝓝[>] c) (𝓝 r)) (hlr : l ≠ r)
    (hE : Tendsto (fun n => meanSquareError (f n) u) atTop (𝓝 0)) :
    Tendsto (fun n => gradientEnergy (f n)) atTop atTop := by
  have hgap : 0 < |r - l| := abs_pos.2 (sub_ne_zero.2 hlr.symm)
  obtain ⟨d₁, hd₁, hL⟩ := Metric.tendsto_nhdsWithin_nhds.1 hl (|r - l| / 4) (by linarith)
  obtain ⟨d₂, hd₂, hR⟩ := Metric.tendsto_nhdsWithin_nhds.1 hr (|r - l| / 4) (by linarith)
  obtain ⟨J, hJ⟩ : ∃ J, J = |r - l| / 2 := ⟨_, rfl⟩
  have hJ0 : 0 < J := by linarith
  refine tendsto_atTop.2 fun M => ?_
  have hM : 0 < 16 * (|M| + 1) := by positivity
  -- a distance δ small enough for the jump, the interval [0,1] and the bound M
  obtain ⟨δ, hδ, h1, h2, h3, h4, h5⟩ : ∃ δ : ℝ, 0 < δ ∧ δ ≤ d₁ ∧ δ ≤ d₂ ∧ δ ≤ c ∧
      δ ≤ 1 - c ∧ δ ≤ J ^ 2 / (16 * (|M| + 1)) :=
    ⟨min d₁ (min d₂ (min c (min (1 - c) (J ^ 2 / (16 * (|M| + 1)))))),
      lt_min hd₁ (lt_min hd₂ (lt_min hc.1 (lt_min (sub_pos.2 hc.2) (by positivity)))),
      by simp, by simp, by simp, by simp, by simp⟩
  rw [le_div_iff₀ hM] at h5
  have hpos : 0 < δ * J ^ 2 / 16 := by positivity
  filter_upwards [hE.eventually_lt_const hpos] with n hn
  have key := jump_tradeoff (c := c) (δ := δ) (J := J) (hf n) (hi n) hδ.le
    (by linarith) (by linarith) hJ0.le (fun x hx y hy => by
      have hx' := hL (mem_Iio.2 hx.2)
        (by rw [Real.dist_eq, abs_lt]; constructor <;> linarith [hx.1, hx.2])
      have hy' := hR (mem_Ioi.2 hy.1)
        (by rw [Real.dist_eq, abs_lt]; constructor <;> linarith [hy.1, hy.2])
      rw [Real.dist_eq] at hx' hy'
      have t1 := abs_sub_le r (u y) l
      have t2 := abs_sub_le (u y) (u x) l
      rw [abs_sub_comm r (u y)] at t1
      linarith)
  have h6 : δ * (|M| + 1) ≤ δ * gradientEnergy (f n) := by
    refine le_of_mul_le_mul_left ?_ hδ
    have h7 := mul_le_mul_of_nonneg_left h5 hδ.le
    linarith
  linarith [le_of_mul_le_mul_left h6 hδ, le_abs_self M]

/-- The squared error of a continuous orbital against the step is integrable on [0,1]. -/
theorem step_error_integrable {f : ℝ → ℝ} (hf : ContinuousOn f (Icc 0 1)) :
    IntervalIntegrable (fun x => (f x - step x) ^ 2) volume 0 1 := by
  have h1 : IntervalIntegrable (fun x => f x ^ 2) volume 0 1 :=
    (hf.pow 2).intervalIntegrable_of_Icc zero_le_one
  have h2 : IntervalIntegrable (fun x => 1 - 2 * f x) volume 0 1 :=
    (continuousOn_const.sub (continuousOn_const.mul hf)).intervalIntegrable_of_Icc
      zero_le_one
  have h3 : IntervalIntegrable ((Ici (1 / 2 : ℝ)).indicator fun x => 1 - 2 * f x)
      volume 0 1 :=
    ⟨Integrable.indicator h2.1 measurableSet_Ici, Integrable.indicator h2.2 measurableSet_Ici⟩
  have heq : (fun x => (f x - step x) ^ 2) =
      fun x => f x ^ 2 + (Ici (1 / 2 : ℝ)).indicator (fun x => 1 - 2 * f x) x := by
    funext x
    rcases lt_or_ge x (1 / 2) with h | h
    · rw [step, if_pos h, indicator_of_notMem (fun h' => not_le_of_gt h (mem_Ici.1 h'))]
      ring
    · rw [step, if_neg (not_lt.2 h), indicator_of_mem (mem_Ici.2 h)]
      ring
  rw [heq]
  exact h1.add h3

/-- If C¹ functions on [0,1] converge in mean square to the step function, the integral of
their squared slope tends to infinity. -/
theorem step_gradientEnergy_tendsto_atTop {f : ℕ → ℝ → ℝ}
    (hf : ∀ n, ContDiffOn ℝ 1 (f n) (Icc 0 1))
    (hE : Tendsto (fun n => meanSquareError (f n) step) atTop (𝓝 0)) :
    Tendsto (fun n => gradientEnergy (f n)) atTop atTop := by
  have hl : Tendsto step (𝓝[<] (1 / 2)) (𝓝 0) :=
    tendsto_const_nhds.congr' (eventually_nhdsWithin_of_forall fun x hx => by
      show (0 : ℝ) = step x
      rw [step, if_pos (mem_Iio.1 hx)])
  have hr : Tendsto step (𝓝[>] (1 / 2)) (𝓝 1) :=
    tendsto_const_nhds.congr' (eventually_nhdsWithin_of_forall fun x hx => by
      show (1 : ℝ) = step x
      rw [step, if_neg (not_lt.2 (mem_Ioi.1 hx).le)])
  exact gradientEnergy_tendsto_atTop hf (fun n => step_error_integrable (hf n).continuousOn)
    ⟨by norm_num, by norm_num⟩ hl hr zero_ne_one hE

end

end JumpKineticEnergy
```

```lean
#print axioms JumpKineticEnergy.gradientEnergy_tendsto_atTop
-- 'JumpKineticEnergy.gradientEnergy_tendsto_atTop' depends on axioms: [propext, Classical.choice, Quot.sound]
#print axioms JumpKineticEnergy.step_gradientEnergy_tendsto_atTop
-- 'JumpKineticEnergy.step_gradientEnergy_tendsto_atTop' depends on axioms: [propext, Classical.choice, Quot.sound]
```

## What the theorems guarantee, and for which orbitals

`gradientEnergy` is $K$ and `meanSquareError` is $E$. The hypothesis `ContDiffOn ℝ 1 (f n) (Icc 0 1)` says that each $f_n$ is C¹ up to the end points, and `derivWithin` takes one-sided derivatives there. `𝓝[<] c` and `𝓝[>] c` denote approach from the left and from the right, so the value of $u$ at $c$ plays no role. The conclusion `Tendsto … atTop atTop` means that for every bound $M$, all sufficiently late $f_n$ have gradient energy at least $M$.

For general $u$, integrability of the squared error is assumed as `hi`. It gives `hE` its intended meaning, since Lean assigns the value 0 to the integral of a non-integrable function. For the step it is proved.

The setting is one real orbital in one dimension with a jump at an interior point. The sequence is given: the theorems construct no smoothing and state no growth rate in $n$. They do not assess any particular discrete kinetic-energy operator. The functions are not assumed to be normalised, but for the step $\int_0^1 f_n^2\to1/2$, so dividing by the norm does not remove the divergence.

Smoothness away from a single point would not be enough in place of C¹. Take $f_n$ equal to the step itself: the error is 0, the slope is 0 except at $1/2$, and $K=0$ for every $n$. A code that differentiates cell by cell and ignores the jumps gets this zero.

The smoothings could also have been taken from the Sobolev space $H^1(0,1)$, with weak derivatives in $K$. That would admit continuous piecewise linear ramps, and the same estimates would apply, because the fundamental theorem of calculus and Cauchy-Schwarz hold there too.
